# With $e_1 = 1 - P_{01}$ and $e_2 = 1 - P_{12}$, the defect $e_1e_2e_1 - e_1$ is the signed sum of the six permutations of three particles

Particle exchanges are represented here by elements of an unspecified ring, not by matrices on a chosen spin space. The particles are labelled 0, 1, 2, and what is called an action below is a map $\rho$ from their permutations to a ring $R$ that respects products and the identity, written `Perm (Fin 3) →* R`. The ring need not be commutative. It can be the group algebra, where permutations are formal symbols, or the linear operators on a state space, so one identity serves both.

In Lean 4 with Mathlib:

```lean
import Mathlib

open Equiv Equiv.Perm

namespace RumerDefect

noncomputable section

variable {R : Type*} [Ring R]
```

## Bond operators and the signed sum

Write $P_{ij} = \rho((i\,j))$ for the exchange of particles $i$ and $j$. The bond operator is $1 - P_{ij}$: it gives zero on a state symmetric under the exchange and doubles an antisymmetric one. For two spins one half it is twice the projector onto their singlet. The two neighbouring bonds are $e_1 = 1 - P_{01}$ and $e_2 = 1 - P_{12}$.

```lean
/-- The bond operator `1 - P_ij` for an action `ρ` of the permutations of three particles. -/
def bond (ρ : Perm (Fin 3) →* R) (i j : Fin 3) : R := 1 - ρ (swap i j)
```

The second ingredient is the antisymmetriser without its factor $1/6$,
$$A = \sum_{\sigma} \operatorname{sgn}(\sigma)\,\rho(\sigma).$$
Mathlib's `sign σ` is a unit of the integers, so the definition converts it first to an integer and then to an element of $R$.

```lean
/-- The signed sum of all permutations of three particles (the unnormalised antisymmetriser). -/
def signedSum (ρ : Perm (Fin 3) →* R) : R :=
  ∑ σ : Perm (Fin 3), ((sign σ : ℤ) : R) * ρ σ
```

Put $s = P_{01}$ and $t = P_{12}$. The six permutations are the words $1, s, t, st, ts, sts$, and each exchange contributes a factor $-1$ to the sign. Hence
$$A = 1 - s - t + st + ts - sts.$$

```lean
/-- The signed sum written out in terms of the two neighbouring exchanges. -/
theorem signedSum_expand (ρ : Perm (Fin 3) →* R) :
    signedSum ρ = 1 - ρ (swap 0 1) - ρ (swap 1 2) + ρ (swap 0 1) * ρ (swap 1 2)
      + ρ (swap 1 2) * ρ (swap 0 1) - ρ (swap 0 1) * ρ (swap 1 2) * ρ (swap 0 1) := by
  -- the six permutations as words in the two exchanges
  have hu : (Finset.univ : Finset (Perm (Fin 3))) =
      {1, swap 0 1, swap 1 2, swap 0 1 * swap 1 2, swap 1 2 * swap 0 1,
        swap 0 1 * swap 1 2 * swap 0 1} := by decide
  have h01 : sign (swap (0 : Fin 3) 1) = -1 := sign_swap (by decide)
  have h12 : sign (swap (1 : Fin 3) 2) = -1 := sign_swap (by decide)
  rw [signedSum, hu, Finset.sum_insert (by decide), Finset.sum_insert (by decide),
    Finset.sum_insert (by decide), Finset.sum_insert (by decide),
    Finset.sum_insert (by decide), Finset.sum_singleton]
  simp only [map_mul, map_one, h01, h12, Units.val_mul, Units.val_neg, Units.val_one,
    Int.cast_mul, Int.cast_neg, Int.cast_one]
  noncomm_ring
```

The equation `hu` states that the six words exhaust the group, and `decide` confirms it by enumeration. Each use of `Finset.sum_insert` then splits off one term, after checking that its permutation does not occur again in the list.

## The defect of the triple product

Multiplying out without changing the order of any factors gives
$$(1-s)(1-t)(1-s) = 1 - 2s - t + s^2 + st + ts - sts.$$
Subtracting $1-s$ leaves $s^2 - s - t + st + ts - sts$. Exchanging twice does nothing, so $s^2 = 1$, and the remainder is $A$:
$$e_1e_2e_1 - e_1 = A.$$

```lean
/-- For every action of the permutations of three particles, `e1 e2 e1 - e1` is the signed sum
of all permutations. -/
theorem bond_triple (ρ : Perm (Fin 3) →* R) :
    bond ρ 0 1 * bond ρ 1 2 * bond ρ 0 1 - bond ρ 0 1 = signedSum ρ := by
  have hs : ρ (swap 0 1) * ρ (swap 0 1) = 1 := by
    rw [← map_mul, swap_mul_self, map_one]
  rw [signedSum_expand, bond, bond]
  linear_combination (norm := noncomm_ring) hs
```

With the bonds interchanged, the same expansion gives
$$e_2e_1e_2 - e_2 = t^2 - s - t + st + ts - tst.$$
Now two relations are needed: $t^2 = 1$, and the braid relation $sts = tst$, both sides of which exchange particles 0 and 2. The result is again $A$.

```lean
/-- With the two bonds interchanged, `e2 e1 e2 - e2` is the same signed sum. -/
theorem bond_triple_reversed (ρ : Perm (Fin 3) →* R) :
    bond ρ 1 2 * bond ρ 0 1 * bond ρ 1 2 - bond ρ 1 2 = signedSum ρ := by
  have ht : ρ (swap 1 2) * ρ (swap 1 2) = 1 := by
    rw [← map_mul, swap_mul_self, map_one]
  -- both words are the exchange of the outer particles
  have hw : (swap 0 1 * swap 1 2 * swap 0 1 : Perm (Fin 3)) =
      swap 1 2 * swap 0 1 * swap 1 2 := by decide
  have hb : ρ (swap 0 1) * ρ (swap 1 2) * ρ (swap 0 1) =
      ρ (swap 1 2) * ρ (swap 0 1) * ρ (swap 1 2) := by
    simpa only [map_mul] using congrArg ρ hw
  rw [signedSum_expand, bond, bond]
  linear_combination (norm := noncomm_ring) ht + hb
```

Both proofs turn on `linear_combination` with a changed normaliser. Given the goal and the relation `hs`, which says $s^2 = 1$, the tactic forms the difference of the two sides of each and asks whether these differences agree. In the first proof both are $s^2 - 1$. In the second, the sum `ht + hb` supplies $(t^2 - 1) + (sts - tst)$. The default normaliser works in commutative rings, where $st$ and $ts$ would be the same monomial; the option `(norm := noncomm_ring)` replaces it by one that keeps the order of factors. The written proof thus names the physical relations used, and the tactic does the expansion.

## When the relation holds on a state space

For any permutation $\tau$,
$$\rho(\tau)A = \sum_\sigma \operatorname{sgn}(\sigma)\,\rho(\tau\sigma) = \operatorname{sgn}(\tau)\sum_{\sigma'} \operatorname{sgn}(\sigma')\,\rho(\sigma') = \operatorname{sgn}(\tau)A,$$
where $\sigma' = \tau\sigma$ runs over the group as $\sigma$ does, and $\operatorname{sgn}(\sigma) = \operatorname{sgn}(\tau)\operatorname{sgn}(\sigma')$.

```lean
/-- A permutation acting on the signed sum multiplies it by the sign of the permutation. -/
theorem perm_mul_signedSum (ρ : Perm (Fin 3) →* R) (τ : Perm (Fin 3)) :
    ρ τ * signedSum ρ = ((sign τ : ℤ) : R) * signedSum ρ := by
  rw [signedSum, Finset.mul_sum, Finset.mul_sum]
  -- relabel the sum by σ ↦ τ σ
  refine Fintype.sum_equiv (Equiv.mulLeft τ) _ _ fun σ => ?_
  rcases Int.units_eq_one_or (sign σ) with h | h <;>
    rcases Int.units_eq_one_or (sign τ) with k | k <;> simp [h, k]
```

The relabelling is `Fintype.sum_equiv (Equiv.mulLeft τ)`. The terms are then compared in the four cases where each of the two signs is $+1$ or $-1$.

Now let $R$ be the linear operators on a complex vector space $V$. Suppose first that $e_1e_2e_1 = e_1$, and let $v$ satisfy $P_{01}v = -v$ and $P_{12}v = -v$. Then $e_1v = e_2v = 2v$, so applying the relation to $v$ gives $8v = 2v$. Hence $6v = 0$ and $v = 0$.

Conversely, suppose that zero is the only vector odd under both exchanges. For every $w$ in $V$, the vector $Aw$ is odd under both, because $P_{01}A = -A$ and $P_{12}A = -A$. Therefore $Aw = 0$ for all $w$, so $A = 0$, and the defect formula gives $e_1e_2e_1 = e_1$.

```lean
/-- On a complex space carrying the permutations of three particles, `e1 e2 e1 = e1` holds
exactly when no nonzero vector changes sign under both neighbouring exchanges. -/
theorem bond_relation_iff {V : Type*} [AddCommGroup V] [Module ℂ V]
    (ρ : Perm (Fin 3) →* Module.End ℂ V) :
    bond ρ 0 1 * bond ρ 1 2 * bond ρ 0 1 = bond ρ 0 1 ↔
      ∀ v : V, ρ (swap 0 1) v = -v → ρ (swap 1 2) v = -v → v = 0 := by
  constructor
  · intro h v h1 h2
    -- each bond operator doubles an antisymmetric vector, so 8 v = 2 v
    have e1 : bond ρ 0 1 v = (2 : ℂ) • v := by
      simp only [bond, LinearMap.sub_apply, Module.End.one_apply, h1]
      module
    have e2 : bond ρ 1 2 v = (2 : ℂ) • v := by
      simp only [bond, LinearMap.sub_apply, Module.End.one_apply, h2]
      module
    have h' := LinearMap.congr_fun h v
    simp only [Module.End.mul_apply, e1, e2, map_smul] at h'
    have h6 : (6 : ℂ) • v = 0 := by
      linear_combination (norm := module) h'
    exact (smul_eq_zero.mp h6).resolve_left (by norm_num)
  · intro h
    -- the signed sum sends every vector to an antisymmetric one
    have k1 : ρ (swap 0 1) * signedSum ρ = -signedSum ρ := by
      rw [perm_mul_signedSum, sign_swap (by decide)]
      simp
    have k2 : ρ (swap 1 2) * signedSum ρ = -signedSum ρ := by
      rw [perm_mul_signedSum, sign_swap (by decide)]
      simp
    rw [← sub_eq_zero, bond_triple]
    refine LinearMap.ext fun w => ?_
    rw [LinearMap.zero_apply]
    exact h _ (LinearMap.congr_fun k1 w) (LinearMap.congr_fun k2 w)
```

The theorem `bond_relation_iff` needs no inner product and no finite dimension, and $V$ may be the zero space. In the first half, `e1` and `e2` name the two doubling statements, and `linear_combination` returns with the normaliser `module`, which handles scalar multiples of vectors. In the second half, `k1` and `k2` are the sign rule for the two exchanges, and `bond_triple` turns the desired relation into the vanishing of the signed sum.

For three spins one half, an antisymmetric tensor has three indices with only two values available, so an index value repeats and every component vanishes; the criterion then gives the relation. With three levels per particle, the fully antisymmetric determinant state is nonzero and the relation fails. These two tensor spaces are worked out here in prose only, and the code does not construct them. In valence-bond treatments of spin-half systems, the relation shortens products of bond operators acting on Rumer diagrams; the criterion above settles its validity for three particles with a given exchange action.

## Failure in the group algebra

In the group algebra the relation cannot hold. The sign character sends each exchange to $-1$ and so each bond operator to $1 - (-1) = 2$. If $e_1e_2e_1 = e_1$ were true there, this character would turn it into $8 = 2$ in the integers.

```lean
/-- In the integer group algebra of the permutations of three particles, `e1 e2 e1` differs
from `e1`. -/
theorem groupAlgebra_relation_fails :
    bond (MonoidAlgebra.of ℤ (Perm (Fin 3))) 0 1 * bond (MonoidAlgebra.of ℤ (Perm (Fin 3))) 1 2
      * bond (MonoidAlgebra.of ℤ (Perm (Fin 3))) 0 1
      ≠ bond (MonoidAlgebra.of ℤ (Perm (Fin 3))) 0 1 := by
  intro h
  -- the sign character sends both bond operators to 2
  let f : Perm (Fin 3) →* ℤ := (Units.coeHom ℤ).comp sign
  have f1 : f (swap 0 1) = -1 := by decide
  have f2 : f (swap 1 2) = -1 := by decide
  have h' := congrArg (MonoidAlgebra.lift _ _ _ f) h
  simp only [bond, map_mul, map_sub, map_one, MonoidAlgebra.lift_of, f1, f2] at h'
  norm_num at h'
```

Here $\rho$ is `MonoidAlgebra.of`, which sends a permutation to its symbol in the algebra with integer coefficients. The map `f` is the sign character, `MonoidAlgebra.lift` extends it to the whole algebra, and applying the extension to both sides of the assumed relation produces the false numerical equation. Any proof of the relation for spins one half must therefore use the spin space, since the multiplication rules of the permutations alone do not imply it.

## One particle on three sites

A small state space on which the relation does hold is that of a single particle with complex amplitudes $v_0, v_1, v_2$ on three sites. The labels now refer to sites, and a permutation moves the amplitudes:
$$(\rho(\sigma)v)_i = v_{\sigma^{-1}(i)}.$$
The inverse makes the action respect the order of multiplication. This space is a single copy of $\mathbb{C}^3$, not the tensor product of three copies.

```lean
/-- Permutations of three sites acting on the amplitudes of a single particle. -/
def siteAction : Perm (Fin 3) →* Module.End ℂ (Fin 3 → ℂ) where
  toFun σ := LinearMap.funLeft ℂ ℂ σ.symm
  map_one' := rfl
  map_mul' _ _ := rfl
```

Suppose $v$ is odd under both neighbouring exchanges. The exchange of sites 0 and 1 leaves site 2 in place, so $v_2 = -v_2$ and $v_2 = 0$. The exchange of sites 1 and 2 leaves site 0 in place, so $v_0 = 0$ in the same way. Finally, oddness under the first exchange gives $v_1 = -v_0 = 0$. No nonzero odd vector exists, and the criterion yields $e_1e_2e_1 = e_1$.

```lean
/-- For a single particle on three sites, the site exchanges satisfy `e1 e2 e1 = e1`. -/
theorem siteAction_relation :
    bond siteAction 0 1 * bond siteAction 1 2 * bond siteAction 0 1 = bond siteAction 0 1 := by
  refine (bond_relation_iff siteAction).2 fun v h1 h2 => ?_
  -- the two oddness conditions, evaluated at single sites
  have a : v 2 = -v 2 := congrFun h1 2
  have b : v 0 = -v 0 := congrFun h2 0
  have c : v 1 = -v 0 := congrFun h1 0
  have z0 : v 0 = 0 := by linear_combination b / 2
  have z1 : v 1 = 0 := by linear_combination c - z0
  have z2 : v 2 = 0 := by linear_combination a / 2
  funext i
  fin_cases i
  · exact z0
  · exact z1
  · exact z2

end

end RumerDefect
```

The proof uses the criterion from right to left. The equations `a`, `b` and `c` are the three component equations just described, read off by evaluating the oddness conditions at single sites, and `z0`, `z1` and `z2` are the vanishing amplitudes.

```lean
#print axioms RumerDefect.bond_triple_reversed
-- 'RumerDefect.bond_triple_reversed' depends on axioms: [propext, Classical.choice, Quot.sound]
#print axioms RumerDefect.perm_mul_signedSum
-- 'RumerDefect.perm_mul_signedSum' depends on axioms: [propext, Classical.choice, Quot.sound]
#print axioms RumerDefect.groupAlgebra_relation_fails
-- 'RumerDefect.groupAlgebra_relation_fails' depends on axioms: [propext, Classical.choice, Quot.sound]
#print axioms RumerDefect.siteAction_relation
-- 'RumerDefect.siteAction_relation' depends on axioms: [propext, Classical.choice, Quot.sound]
```
